# The iso-orbital indicator of the two lowest oscillator orbitals is smallest at $x^2=3/2$

Take a single real orbital $f$ on the line, at a point where it does not vanish. Its density is $n=f^2$, so $n'=2ff'$ and

$$\frac{n'^2}{8n}=\frac{f'^2}{2},$$

which is the whole kinetic energy density $\tau$. The difference $\tau-n'^2/(8n)$, the excess over the von Weizsäcker term, is zero. A second orbital $g$ makes it positive wherever the ratio of the two orbitals has a nonzero slope.

The iso-orbital indicator used here divides this excess by the kinetic energy density of a uniform gas of the same density. For same-spin particles in one dimension, with $\hbar=m=1$, that reference is $\pi^2n^3/6$. The problem here is to find the indicator for two such particles, non-interacting, in the ground state of a harmonic trap of unit frequency. The result is

$$\frac{\tau-n'^2/(8n)}{\pi^2n^3/6}=\frac{6\,e^{2x^2}}{\pi(1+2x^2)^4},$$

with global minimum $3e^3/(128\pi)\approx0.150$, attained exactly at $x^2=3/2$. Some meta-GGA density functionals use the three-dimensional relative of this quantity, often written $\alpha$, to recognise one-orbital regions; the model here shows how the one-dimensional indicator varies within a simple two-orbital density.

## From the Wronskian to the minimum

The orbitals are $\varphi_0=\pi^{-1/4}e^{-x^2/2}$ and $\varphi_1=\sqrt2\,x\,\varphi_0$. Differentiation gives

$$\varphi_0'=-x\varphi_0,\quad \varphi_0''=(x^2-1)\varphi_0,\quad \varphi_1'=\sqrt2(1-x^2)\varphi_0,\quad \varphi_1''=\sqrt2(x^3-3x)\varphi_0 .$$

Inserted into $-f''/2+x^2f/2$, these yield $\tfrac12\varphi_0$ and $\tfrac32\varphi_1$. The Gaussian integral gives $\int\varphi_0^2=1$. Since $(x\varphi_0^2)'=\varphi_0^2-2x^2\varphi_0^2=\varphi_0^2-\varphi_1^2$ and $x\varphi_0^2$ vanishes at both ends, $\int\varphi_1^2=1$ too.

For two orbitals, $n=f^2+g^2$, $n'=2(ff'+gg')$ and $\tau=(f'^2+g'^2)/2$. Lagrange's identity,

$$(f^2+g^2)(f'^2+g'^2)-(ff'+gg')^2=(fg'-gf')^2,$$

divided by $2n$, becomes

$$\tau-\frac{n'^2}{8n}=\frac{(fg'-gf')^2}{2n}.$$

For the oscillator, the Wronskian is $\sqrt2(1-x^2)\varphi_0^2+\sqrt2x^2\varphi_0^2=\sqrt2\,\varphi_0^2$, and $n=(1+2x^2)\varphi_0^2$. The excess is therefore $\varphi_0^2/(1+2x^2)$. Dividing by $\pi^2n^3/6$ and using $\varphi_0^4=e^{-2x^2}/\pi$ gives the closed form.

For the minimum, put $t=(2x^2-3)/4$, so that $1+t=(1+2x^2)/4>0$. The inequality $1+t\le e^t$, with equality only at $t=0$, has the fourth power

$$\frac{(1+2x^2)^4}{256}\le e^{2x^2-3}.$$

Rearranged, this bounds the indicator below by $6e^3/(256\pi)=3e^3/(128\pi)$, with equality only at $x^2=3/2$.

At the centre the value is $6/\pi\approx1.910$. For $0<x^2\le3/2$, put $u=x^2/2$, so $0<u\le3/4$. Then $e^u(1-u)<1$, while $(1+4u)(1-u)=1+u(3-4u)\ge1$. Hence $e^u<1+4u=1+2x^2$, and the fourth power shows that the indicator is below $6/\pi$.

**The density maximum, in numbers.** At $x^2=1/2$, $n'=2x(1-2x^2)\varphi_0^2=0$, so the excess is $\tau$ itself. Here $\varphi_0^2=e^{-1/2}/\sqrt\pi\approx0.3422$, $n=2\varphi_0^2\approx0.6844$ and $\tau=\varphi_0^2/2\approx0.1711$. The reference is $\pi^2n^3/6\approx0.5273$, and the ratio is $0.324$. The closed form gives $6e/(16\pi)\approx0.324$.

## Densities, Hamiltonian and orbitals in Lean

```lean
import Mathlib

open MeasureTheory
open scoped Real

namespace OscillatorIsoOrbital

noncomputable section
```

The first four definitions accept any two functions `f g : ℝ → ℝ`, each orbital holding one particle. Slopes are actual derivatives, written `deriv`.

```lean
/-- The density `n = f² + g²` of two real orbitals. -/
def density (f g : ℝ → ℝ) (x : ℝ) : ℝ := f x ^ 2 + g x ^ 2

/-- The kinetic energy density `τ = (f'² + g'²)/2` of two real differentiable orbitals. -/
def tau (f g : ℝ → ℝ) (x : ℝ) : ℝ := (deriv f x ^ 2 + deriv g x ^ 2) / 2

/-- The excess `τ - n'²/(8n)` over the von Weizsäcker kinetic energy density,
meant for points where `n ≠ 0`. -/
def excess (f g : ℝ → ℝ) (x : ℝ) : ℝ :=
  tau f g x - deriv (density f g) x ^ 2 / (8 * density f g x)

/-- The iso-orbital indicator: the excess divided by `π² n³/6`,
meant for points where `n ≠ 0`. -/
def indicator (f g : ℝ → ℝ) (x : ℝ) : ℝ :=
  excess f g x / (π ^ 2 * density f g x ^ 3 / 6)
```

A family of $N$ orbitals, indexed by `Fin N`, would be another way to model the density. The excess would then be a sum of squared Wronskians over all pairs, divided by $2n$; the two-orbital version keeps a single term.

The Hamiltonian is a differential expression applied to a function, not a self-adjoint operator on a Hilbert space. The orbitals are explicit functions.

```lean
/-- The oscillator Hamiltonian `-f''/2 + x² f/2`, for twice differentiable `f`. -/
def hamiltonian (f : ℝ → ℝ) (x : ℝ) : ℝ := -(deriv (deriv f) x) / 2 + x ^ 2 * f x / 2

/-- The Gaussian orbital `π^(-1/4) exp(-x²/2)`. -/
def phi0 (x : ℝ) : ℝ := (√(√π))⁻¹ * Real.exp (-x ^ 2 / 2)

/-- The orbital `√2 x φ₀(x)`, with one node. -/
def phi1 (x : ℝ) : ℝ := √2 * x * phi0 x
```

## Energies and normalisation

The derivative lemmas apply the product and chain rules; `congr_deriv` then replaces the raw derivative by the tidy form, checked by `ring`.

```lean
/-- The Gaussian orbital has derivative `-x φ₀`. -/
theorem hasDerivAt_phi0 (x : ℝ) : HasDerivAt phi0 (-x * phi0 x) x := by
  have h2 : HasDerivAt (fun y : ℝ => y ^ 2) (2 * x) x := by
    simpa using hasDerivAt_pow 2 x
  exact ((h2.fun_neg.div_const 2).exp.const_mul (√(√π))⁻¹).congr_deriv (by
    simp only [phi0]
    ring)

/-- The orbital with one node has derivative `√2 (1 - x²) φ₀`. -/
theorem hasDerivAt_phi1 (x : ℝ) : HasDerivAt phi1 (√2 * (1 - x ^ 2) * phi0 x) x :=
  (((hasDerivAt_id' x).const_mul √2).fun_mul (hasDerivAt_phi0 x)).congr_deriv (by ring)
```

The next theorem differentiates once more (`s0` and `s1`) and reads off the energies $1/2$ and $3/2$ at every `x`. That these are the two lowest levels, filled by two same-spin particles in the ground state, is the standard physics that links the formulas to the trap; it is taken from outside the formal development.

```lean
/-- The two orbitals solve the oscillator eigenvalue equation with energies 1/2 and 3/2. -/
theorem eigenvalue_equations (x : ℝ) :
    hamiltonian phi0 x = 1 / 2 * phi0 x ∧ hamiltonian phi1 x = 3 / 2 * phi1 x := by
  have d0 : deriv phi0 = fun y => -y * phi0 y := funext fun y => (hasDerivAt_phi0 y).deriv
  have d1 : deriv phi1 = fun y => √2 * (1 - y ^ 2) * phi0 y :=
    funext fun y => (hasDerivAt_phi1 y).deriv
  have h2 : HasDerivAt (fun y : ℝ => y ^ 2) (2 * x) x := by
    simpa using hasDerivAt_pow 2 x
  have s0 : HasDerivAt (fun y => -y * phi0 y) ((x ^ 2 - 1) * phi0 x) x :=
    ((hasDerivAt_id' x).fun_neg.fun_mul (hasDerivAt_phi0 x)).congr_deriv (by ring)
  have s1 : HasDerivAt (fun y => √2 * (1 - y ^ 2) * phi0 y)
      (√2 * (x ^ 3 - 3 * x) * phi0 x) x :=
    (((h2.const_sub 1).const_mul √2).fun_mul (hasDerivAt_phi0 x)).congr_deriv (by ring)
  constructor
  · rw [hamiltonian, d0, s0.deriv]
    ring
  · rw [hamiltonian, d1, s1.deriv, phi1]
    ring

/-- The square of the Gaussian orbital is `exp(-x²)/√π`. -/
theorem phi0_sq (x : ℝ) : phi0 x ^ 2 = Real.exp (-x ^ 2) / √π := by
  have he : Real.exp (-x ^ 2 / 2) ^ 2 = Real.exp (-x ^ 2) := by
    rw [← Real.exp_nat_mul]
    congr 1
    push_cast
    ring
  rw [phi0, mul_pow, inv_pow, Real.sq_sqrt (Real.sqrt_nonneg π), he]
  ring
```

In `normalised`, `i0`, `i1` and `i2` establish integrability and `j0` is the Gaussian integral. The total derivative of $x\varphi_0^2$ is `hd`, whose integral vanishes because both the function and its derivative are integrable.

```lean
/-- Both orbitals are normalised. -/
theorem normalised : ∫ x, phi0 x ^ 2 = 1 ∧ ∫ x, phi1 x ^ 2 = 1 := by
  have h2 : √2 ^ 2 = (2 : ℝ) := Real.sq_sqrt (by norm_num)
  have e1 : ∀ x, phi1 x ^ 2 = 2 * x ^ 2 * phi0 x ^ 2 := fun x => by
    rw [phi1, mul_pow, mul_pow, h2]
  have i0 : Integrable (fun x => phi0 x ^ 2) := by
    have h := (integrable_exp_neg_mul_sq (one_pos : (0 : ℝ) < 1)).div_const √π
    refine h.congr (Filter.Eventually.of_forall fun x => ?_)
    simp [phi0_sq]
  have i1 : Integrable (fun x => x * phi0 x ^ 2) := by
    have h := (integrable_mul_exp_neg_mul_sq (one_pos : (0 : ℝ) < 1)).div_const √π
    refine h.congr (Filter.Eventually.of_forall fun x => ?_)
    simp [phi0_sq, mul_div_assoc]
  have i2 : Integrable (fun x => phi1 x ^ 2) := by
    have h := ((integrable_rpow_mul_exp_neg_mul_sq (one_pos : (0 : ℝ) < 1)
      (s := 2) (by norm_num)).div_const √π).const_mul 2
    refine h.congr (Filter.Eventually.of_forall fun x => ?_)
    simp only [e1, phi0_sq, Real.rpow_two, neg_mul, one_mul]
    ring
  have j0 : ∫ x, phi0 x ^ 2 = 1 := by
    have h : ∫ x : ℝ, Real.exp (-x ^ 2) = √π := by simpa using integral_gaussian 1
    simp only [phi0_sq]
    rw [integral_div, h, div_self (Real.sqrt_pos.mpr Real.pi_pos).ne']
  -- the difference of the two squares is the total derivative of `x φ₀²`
  have hd : ∀ x, HasDerivAt (fun y => y * phi0 y ^ 2) (phi0 x ^ 2 - phi1 x ^ 2) x :=
    fun x => ((hasDerivAt_id' x).fun_mul ((hasDerivAt_phi0 x).fun_pow 2)).congr_deriv (by
      rw [e1]
      push_cast
      ring)
  have hz := integral_eq_zero_of_hasDerivAt_of_integrable hd (i0.sub i2) i1
  rw [integral_sub i0 i2] at hz
  exact ⟨j0, by linarith⟩
```

## The excess as a squared Wronskian

This theorem holds for any two real orbitals differentiable at `x` with nonzero density there. For the identity itself they need not be eigenfunctions, normalised or orthogonal. Reading $f^2+g^2$ as the density of two same-spin particles in a single determinant does assume orthonormal orbitals; $\varphi_0$ and $\varphi_1$ are orthogonal because their product is odd. After the derivative of the density is inserted, `field_simp` clears denominators and `ring` verifies Lagrange's identity.

```lean
/-- For two real orbitals differentiable at a point of nonzero density, the excess is the
squared Wronskian divided by `2n`. -/
theorem excess_eq_wronskian {f g : ℝ → ℝ} {x : ℝ} (hf : DifferentiableAt ℝ f x)
    (hg : DifferentiableAt ℝ g x) (hn : density f g x ≠ 0) :
    excess f g x = (f x * deriv g x - g x * deriv f x) ^ 2 / (2 * density f g x) := by
  have h : HasDerivAt (density f g) (2 * (f x * deriv f x + g x * deriv g x)) x :=
    ((hf.hasDerivAt.fun_pow 2).fun_add (hg.hasDerivAt.fun_pow 2)).congr_deriv (by
      push_cast
      ring)
  rw [excess, tau, h.deriv]
  field_simp
  simp only [density]
  ring
```

## The closed form and its extremes

In the proof of `indicator_eq`, `hd` is the density, `hW` the squared Wronskian, and `hpp` the relation $\varphi_0^4\,\pi\,e^{2x^2}=1$. Positivity of `phi0` makes the density nonzero everywhere. The last line combines these after cross-multiplication.

```lean
/-- The indicator of the two oscillator orbitals is `6 exp(2x²) / (π (1 + 2x²)⁴)`. -/
theorem indicator_eq (x : ℝ) :
    indicator phi0 phi1 x = 6 * Real.exp (2 * x ^ 2) / (π * (1 + 2 * x ^ 2) ^ 4) := by
  have hp : 0 < phi0 x := by
    have := Real.pi_pos
    unfold phi0
    positivity
  have h2 : √2 ^ 2 = (2 : ℝ) := Real.sq_sqrt (by norm_num)
  have hd : density phi0 phi1 x = (1 + 2 * x ^ 2) * phi0 x ^ 2 := by
    simp only [density, phi1]
    linear_combination (x ^ 2 * phi0 x ^ 2) * h2
  have hW : (phi0 x * (√2 * (1 - x ^ 2) * phi0 x) - phi1 x * (-x * phi0 x)) ^ 2
      = 2 * (phi0 x ^ 2) ^ 2 := by
    simp only [phi1]
    linear_combination (phi0 x ^ 4) * h2
  have he : Real.exp (-x ^ 2) ^ 2 * Real.exp (2 * x ^ 2) = 1 := by
    rw [← Real.exp_nat_mul, ← Real.exp_add, Real.exp_eq_one_iff]
    push_cast
    ring
  have hpp : (phi0 x ^ 2) ^ 2 * π * Real.exp (2 * x ^ 2) = 1 := by
    rw [phi0_sq, div_pow, Real.sq_sqrt Real.pi_pos.le, div_mul_cancel₀ _ Real.pi_ne_zero, he]
  have hn : density phi0 phi1 x ≠ 0 := by
    rw [hd]
    positivity
  rw [indicator, excess_eq_wronskian (hasDerivAt_phi0 x).differentiableAt
    (hasDerivAt_phi1 x).differentiableAt hn, (hasDerivAt_phi0 x).deriv,
    (hasDerivAt_phi1 x).deriv, hW, hd, div_div,
    div_eq_div_iff (by positivity) (by positivity)]
  linear_combination (-2 * (1 + 2 * x ^ 2) ^ 4 * phi0 x ^ 4 * π) * hpp
```

The minimum is stated in two parts: a lower bound for all real `x`, and an equivalence between attaining it and `x ^ 2 = 3 / 2`, so the minimisers are $\pm\sqrt{3/2}$. The proof evaluates the indicator there (`hval`) and obtains strict inequality elsewhere (`hlt`) from `Real.add_one_lt_exp`, raised to the fourth power in `h2`.

```lean
/-- The global minimum of the indicator of the two oscillator orbitals is `3e³/(128π)`,
attained exactly where `x² = 3/2`. -/
theorem indicator_minimum :
    (∀ x, 3 * Real.exp 3 / (128 * π) ≤ indicator phi0 phi1 x) ∧
    ∀ x, indicator phi0 phi1 x = 3 * Real.exp 3 / (128 * π) ↔ x ^ 2 = 3 / 2 := by
  have hpi := Real.pi_pos
  have hval : ∀ x : ℝ, x ^ 2 = 3 / 2 →
      indicator phi0 phi1 x = 3 * Real.exp 3 / (128 * π) := by
    intro x hx
    have h3 : (2 : ℝ) * (3 / 2) = 3 := by norm_num
    rw [indicator_eq, hx, h3, div_eq_div_iff (by positivity) (by positivity)]
    ring
  have hlt : ∀ x : ℝ, x ^ 2 ≠ 3 / 2 →
      3 * Real.exp 3 / (128 * π) < indicator phi0 phi1 x := by
    intro x hx
    -- the tangent inequality `t + 1 < exp t` at `t = (2x² - 3)/4`, to the fourth power
    have h1 : (2 * x ^ 2 - 3) / 4 + 1 < Real.exp ((2 * x ^ 2 - 3) / 4) :=
      Real.add_one_lt_exp (fun h => hx (by linarith))
    have h2 := pow_lt_pow_left₀ h1 (by nlinarith [sq_nonneg x]) (four_ne_zero)
    have h3 : Real.exp ((2 * x ^ 2 - 3) / 4) ^ 4 * Real.exp 3 = Real.exp (2 * x ^ 2) := by
      rw [← Real.exp_nat_mul, ← Real.exp_add]
      congr 1
      push_cast
      ring
    have h4 := mul_lt_mul_of_pos_right h2 (Real.exp_pos 3)
    rw [h3] at h4
    have h5 := mul_lt_mul_of_pos_right h4 hpi
    rw [indicator_eq, div_lt_div_iff₀ (by positivity) (by positivity)]
    linarith
  refine ⟨fun x => ?_, fun x => ⟨fun h => ?_, hval x⟩⟩
  · by_cases hx : x ^ 2 = 3 / 2
    · exact (hval x hx).ge
    · exact (hlt x hx).le
  · by_contra hx
    exact (hlt x hx).ne' h
```

The comparison with the centre uses the same inequality at $-x^2/2$. Step `h3` is $e^u<1+4u$, where the bound on `x ^ 2` enters. Some bound is needed, since the exponential eventually outgrows the polynomial.

```lean
/-- At the centre the indicator of the two oscillator orbitals is `6/π`, and it is strictly
smaller at every other point with `x² ≤ 3/2`. -/
theorem indicator_centre :
    indicator phi0 phi1 0 = 6 / π ∧
    ∀ x : ℝ, x ≠ 0 → x ^ 2 ≤ 3 / 2 → indicator phi0 phi1 x < 6 / π := by
  have hpi := Real.pi_pos
  refine ⟨by rw [indicator_eq]; simp, fun x hx hx2 => ?_⟩
  have hpos : 0 < x ^ 2 := by positivity
  -- `1 - t < exp (-t)` at `t = x²/2` bounds `exp t` from above
  have h1 : -(x ^ 2 / 2) + 1 < Real.exp (-(x ^ 2 / 2)) :=
    Real.add_one_lt_exp (by linarith)
  have h2 := mul_lt_mul_of_pos_left h1 (Real.exp_pos (x ^ 2 / 2))
  rw [← Real.exp_add, add_neg_cancel, Real.exp_zero] at h2
  have h3 : Real.exp (x ^ 2 / 2) < 1 + 2 * x ^ 2 := by
    refine lt_of_mul_lt_mul_right (a := -(x ^ 2 / 2) + 1) ?_ (by linarith)
    nlinarith [mul_nonneg hpos.le (sub_nonneg.mpr hx2)]
  have h4 := pow_lt_pow_left₀ h3 (Real.exp_pos _).le (four_ne_zero)
  have h5 : Real.exp (x ^ 2 / 2) ^ 4 = Real.exp (2 * x ^ 2) := by
    rw [← Real.exp_nat_mul]
    congr 1
    push_cast
    ring
  rw [h5] at h4
  have h6 := mul_lt_mul_of_pos_right h4 hpi
  rw [indicator_eq, div_lt_div_iff₀ (by positivity) hpi]
  linarith

end

end OscillatorIsoOrbital
```

```lean
#print axioms OscillatorIsoOrbital.eigenvalue_equations
#print axioms OscillatorIsoOrbital.normalised
#print axioms OscillatorIsoOrbital.indicator_minimum
#print axioms OscillatorIsoOrbital.indicator_centre
```

```
'OscillatorIsoOrbital.eigenvalue_equations' depends on axioms: [propext, Classical.choice, Quot.sound]
'OscillatorIsoOrbital.normalised' depends on axioms: [propext, Classical.choice, Quot.sound]
'OscillatorIsoOrbital.indicator_minimum' depends on axioms: [propext, Classical.choice, Quot.sound]
'OscillatorIsoOrbital.indicator_centre' depends on axioms: [propext, Classical.choice, Quot.sound]
```
